# Linear extrapolation of lattice fixed-node energies to g = −1 never falls below the exact ground energy of a finite real Hamiltonian

## Can the straight line overshoot?

With a nonlocal pseudopotential in lattice fixed-node Monte Carlo, I compute the energy at g = 0 and at one g > 0, then continue the straight line to g = −1. At g = 0 the Hamiltonian elements whose sign conflicts with my trial function are replaced by a diagonal term; at g = −1 the original Hamiltonian is back, sign problem included. Each computed energy is an upper bound to the exact one. But I subtract a multiple of their difference, and a difference of two upper bounds bounds nothing. Why should the extrapolated energy not drop below the exact ground energy?

## Concavity holds the line above the exact energy

It can't, provided that E(0) and E(g) are exact lowest eigenvalues. The energy is concave in g, so a line through its values at 0 and g lies on or above the curve at −1.

Let H be a real symmetric matrix over finitely many configurations, and t the trial vector. Let P keep the elements H_ij with i ≠ j and t_i H_ij t_j > 0, with zeros elsewhere. Define

S_ij = −P_ij for i ≠ j,  S_ii = Σ_j P_ij t_j/t_i,

and let E(g) be the lowest eigenvalue of H + (1+g)S. A sign-violating element H_ij then becomes −g H_ij. For a trial vector without zeros, this removes the sign conflict at every g ≥ 0.

For any real vector v,

v·Sv = Σ_ij P_ij [(t_j/t_i) v_i² − v_i v_j].

Averaging this with the same sum after exchanging i and j, and using P_ij = P_ji, gives

v·Sv = ½ Σ_ij t_i P_ij t_j (v_i/t_i − v_j/t_j)² ≥ 0,

where only pairs with P_ij ≠ 0 contribute.

Expanding v in eigenvectors gives the variational principle: E(g) is the minimum of v·Hv + (1+g) v·Sv over normalised v. Two properties follow.

- **E never decreases.** For x ≤ y, take the normalised ground state v at y. Then E(x) ≤ v·Hv + (1+x) v·Sv ≤ v·Hv + (1+y) v·Sv = E(y).
- **E is concave.** Let a, b ≥ 0 with a + b = 1, and take the normalised ground state v at ax + by. Its energy there is the weighted mean of its energies at x and y, which are at least E(x) and E(y). Hence E(ax + by) ≥ aE(x) + bE(y).

Since 0 = [g/(1+g)]·(−1) + [1/(1+g)]·g, concavity gives

(1+g) E(0) ≥ g E(−1) + E(g).

Rearranging and dividing by g > 0 gives the lower inequality below; E(g) ≥ E(0) gives the upper one:

E(−1) ≤ E(0) − (E(g) − E(0))/g ≤ E(0).

So the extrapolated value is at least as good a bound as E(0). The gain can be small. For two sites with H_12 = H_21 = 1, zero diagonal and t = (1, 2), the exact energy is −1, E(0) = 1/2 and E(5/2) = 3/4, which extrapolates to 2/5.

If t is itself an exact ground state, every ratio v_i/t_i in the sum equals 1 for v = t, so S has zero expectation value. Then E(g) ≤ E(−1), and monotonicity makes them equal for all g ≥ −1.

## What the Lean theorems say

The finite type `n` labels the configurations, which the comments in the code call sites; `H.IsSymm` says that the real matrix is symmetric, and `t` is the trial vector. `signViolating` is P, `localizer` is S, and `energy H t g` is E(g); the parameter g is often written γ. `groundEnergy` is an infimum of eigenvalues, proved to be the least one for a symmetric matrix on a nonempty set. Vectors are unnormalised, so factors `w ⬝ᵥ w` appear in the bounds.

`extrapolation_variational` is the double inequality, with `groundEnergy H` for E(−1). It allows zeros in `t`: such a configuration has no elements in P, so its original couplings stay in place whatever their sign. The bound on these eigenvalues survives, but a random walk guided by `t` never enters such a configuration, so the energy that it samples can differ from this E(g).

For electrons, the configurations must label antisymmetric basis states, such as determinants; otherwise the lowest eigenvalue need not be fermionic. The step left to the user is from exact eigenvalues of a finite matrix to sampled energies of electrons in continuous space. Statistical noise alone can push an extrapolated estimate below the exact ground energy.

```lean
import Mathlib

open Matrix

namespace LocalizationExtrapolation

noncomputable section

variable {n : Type*} [Fintype n] [DecidableEq n]

/-- The lowest eigenvalue of a real symmetric matrix on a nonempty set of sites, written as the
infimum of the set of eigenvalues. -/
def groundEnergy (A : Matrix n n ℝ) : ℝ :=
  sInf {e | ∃ v : n → ℝ, v ≠ 0 ∧ A *ᵥ v = e • v}

/-- The sign-violating part of `H`: the off-diagonal elements with `t i * H i j * t j > 0`. -/
def signViolating (H : Matrix n n ℝ) (t : n → ℝ) : Matrix n n ℝ :=
  Matrix.of fun i j => if i ≠ j ∧ 0 < t i * H i j * t j then H i j else 0

/-- The matrix `S` that removes the sign-violating elements and puts `∑ H i j * t j / t i` over
them on the diagonal. A site with `t i = 0` has no such elements, and its sum is empty. -/
def localizer (H : Matrix n n ℝ) (t : n → ℝ) : Matrix n n ℝ :=
  Matrix.diagonal (fun i => ∑ j, signViolating H t i j * t j / t i) - signViolating H t

/-- The ground energy `E(g)` of `H + (1 + g) S`. -/
def energy (H : Matrix n n ℝ) (t : n → ℝ) (g : ℝ) : ℝ :=
  groundEnergy (H + (1 + g) • localizer H t)

omit [DecidableEq n] in
/-- A nonzero real vector has positive squared norm. -/
lemma normSq_pos {v : n → ℝ} (hv : v ≠ 0) : 0 < v ⬝ᵥ v :=
  lt_of_le_of_ne (Finset.sum_nonneg fun i _ => mul_self_nonneg (v i))
    (fun h => hv (dotProduct_self_eq_zero.1 h.symm))

omit [DecidableEq n] in
/-- An eigenvalue that bounds the quadratic form from below on normalized vectors is the lowest
eigenvalue. -/
lemma isLeast_of_bound {A : Matrix n n ℝ} {e : ℝ} {v : n → ℝ} (hv : v ≠ 0)
    (hAv : A *ᵥ v = e • v) (hb : ∀ w : n → ℝ, e * (w ⬝ᵥ w) ≤ w ⬝ᵥ A *ᵥ w) :
    IsLeast {e | ∃ v : n → ℝ, v ≠ 0 ∧ A *ᵥ v = e • v} e := by
  refine ⟨⟨v, hv, hAv⟩, ?_⟩
  rintro e' ⟨w, hw, hAw⟩
  have h := hb w
  rw [hAw, dotProduct_smul, smul_eq_mul] at h
  exact le_of_mul_le_mul_right h (normSq_pos hw)

/-- Variational principle: on a nonempty set of sites, `groundEnergy` of a symmetric matrix is its
least eigenvalue, and it bounds the quadratic form from below on normalized vectors. -/
theorem groundEnergy_variational [Nonempty n] {A : Matrix n n ℝ} (hA : A.IsSymm) :
    IsLeast {e | ∃ v : n → ℝ, v ≠ 0 ∧ A *ᵥ v = e • v} (groundEnergy A) ∧
      ∀ w : n → ℝ, groundEnergy A * (w ⬝ᵥ w) ≤ w ⬝ᵥ A *ᵥ w := by
  have hT : Aᵀ = A := hA
  have hH : A.IsHermitian := by
    rw [Matrix.IsHermitian, Matrix.conjTranspose_eq_transpose_of_trivial, hT]
  obtain ⟨k, hk⟩ := Finite.exists_min hH.eigenvalues
  let b := hH.eigenvectorBasis
  -- completeness of the eigenvectors
  have key : ∀ x y : n → ℝ, ∑ i, (x ⬝ᵥ (b i).ofLp) * ((b i).ofLp ⬝ᵥ y) = x ⬝ᵥ y := by
    intro x y
    have h := b.sum_inner_mul_inner (WithLp.toLp 2 x) (WithLp.toLp 2 y)
    simpa [EuclideanSpace.inner_eq_star_dotProduct, dotProduct_comm] using h
  have hb : ∀ w : n → ℝ, hH.eigenvalues k * (w ⬝ᵥ w) ≤ w ⬝ᵥ A *ᵥ w := by
    intro w
    rw [← key w w, ← key w (A *ᵥ w), Finset.mul_sum]
    refine Finset.sum_le_sum fun i _ => ?_
    have h : (b i).ofLp ⬝ᵥ A *ᵥ w = hH.eigenvalues i * ((b i).ofLp ⬝ᵥ w) := by
      rw [Matrix.dotProduct_mulVec, ← Matrix.mulVec_transpose, hT,
        hH.mulVec_eigenvectorBasis i, smul_dotProduct, smul_eq_mul]
    rw [h, dotProduct_comm (b i).ofLp w]
    nlinarith [mul_le_mul_of_nonneg_right (hk i) (mul_self_nonneg (w ⬝ᵥ (b i).ofLp))]
  have hv : (b k).ofLp ≠ 0 := by
    intro h
    apply b.orthonormal.ne_zero k
    ext i
    exact congrFun h i
  have hl := isLeast_of_bound hv (hH.mulVec_eigenvectorBasis k) hb
  have he : groundEnergy A = hH.eigenvalues k := hl.csInf_eq
  rw [he]
  exact ⟨hl, hb⟩

omit [Fintype n] in
/-- For symmetric `H` the sign-violating part is symmetric. -/
lemma signViolating_symm {H : Matrix n n ℝ} (hH : H.IsSymm) (t : n → ℝ) (i j : n) :
    signViolating H t j i = signViolating H t i j := by
  have h : H j i = H i j := hH.apply i j
  have e : (j ≠ i ∧ 0 < t j * H j i * t i) ↔ (i ≠ j ∧ 0 < t i * H i j * t j) := by
    rw [h, show t j * H i j * t i = t i * H i j * t j by ring]
    exact and_congr_left' ne_comm
  simp only [signViolating, Matrix.of_apply]
  by_cases hc : i ≠ j ∧ 0 < t i * H i j * t j
  · rw [if_pos hc, if_pos (e.2 hc), h]
  · rw [if_neg hc, if_neg (mt e.1 hc)]

omit [Fintype n] in
/-- Each element `P i j` of the sign-violating part is either zero or has
`t i * P i j * t j > 0`. -/
lemma signViolating_cases (H : Matrix n n ℝ) (t : n → ℝ) (i j : n) :
    signViolating H t i j = 0 ∨ 0 < t i * signViolating H t i j * t j := by
  simp only [signViolating, Matrix.of_apply]
  by_cases hc : i ≠ j ∧ 0 < t i * H i j * t j
  · rw [if_pos hc]
    exact Or.inr hc.2
  · rw [if_neg hc]
    exact Or.inl rfl

/-- For symmetric `H`, the expectation value of `S` is a weighted sum of squared differences of
the ratios `v i / t i` over the sign-violating pairs. -/
theorem localizer_form {H : Matrix n n ℝ} (hH : H.IsSymm) (t v : n → ℝ) :
    v ⬝ᵥ localizer H t *ᵥ v =
      1 / 2 * ∑ i, ∑ j, t i * signViolating H t i j * t j * (v i / t i - v j / t j) ^ 2 := by
  have hs := signViolating_symm hH t
  have hc := signViolating_cases H t
  unfold localizer
  generalize signViolating H t = P at hs hc ⊢
  have h1 : v ⬝ᵥ (Matrix.diagonal (fun i => ∑ j, P i j * t j / t i) - P) *ᵥ v =
      (∑ i, ∑ j, P i j * t j / t i * v i ^ 2) - ∑ i, ∑ j, v i * P i j * v j := by
    rw [Matrix.sub_mulVec, dotProduct_sub]
    congr 1
    · simp only [dotProduct, Matrix.mulVec_diagonal]
      refine Finset.sum_congr rfl fun i _ => ?_
      rw [Finset.sum_mul, Finset.mul_sum]
      exact Finset.sum_congr rfl fun j _ => by ring
    · simp only [dotProduct, Matrix.mulVec, Finset.mul_sum, mul_assoc]
  have hterm : ∀ i j, t i * P i j * t j * (v i / t i - v j / t j) ^ 2 =
      P i j * t j / t i * v i ^ 2 + P j i * t i / t j * v j ^ 2 - 2 * (v i * P i j * v j) := by
    intro i j
    rw [hs i j]
    rcases hc i j with h | h
    · rw [h]
      ring
    · have hi : t i ≠ 0 := fun h0 => by simp [h0] at h
      have hj : t j ≠ 0 := fun h0 => by simp [h0] at h
      field_simp
      ring
  -- exchanging the two sites of a pair
  have hswap : ∑ i, ∑ j, P j i * t i / t j * v j ^ 2 =
      ∑ i, ∑ j, P i j * t j / t i * v i ^ 2 := Finset.sum_comm
  rw [h1]
  simp only [hterm, Finset.sum_sub_distrib, Finset.sum_add_distrib, hswap, ← Finset.mul_sum]
  ring

/-- For symmetric `H` on a nonempty set of sites, `E(g)` is the minimum of `⟨H⟩ + (1 + g)⟨S⟩` over
normalized states: it is a lower bound, and some nonzero state attains it. -/
theorem energy_variational [Nonempty n] {H : Matrix n n ℝ} (hH : H.IsSymm) (t : n → ℝ) (g : ℝ) :
    (∀ w : n → ℝ, energy H t g * (w ⬝ᵥ w) ≤
      w ⬝ᵥ H *ᵥ w + (1 + g) * (w ⬝ᵥ localizer H t *ᵥ w)) ∧
    ∃ v : n → ℝ, 0 < v ⬝ᵥ v ∧
      v ⬝ᵥ H *ᵥ v + (1 + g) * (v ⬝ᵥ localizer H t *ᵥ v) = energy H t g * (v ⬝ᵥ v) := by
  have hP : (signViolating H t).IsSymm := Matrix.IsSymm.ext (signViolating_symm hH t)
  have hS : (localizer H t).IsSymm := (Matrix.isSymm_diagonal _).sub hP
  have hform : ∀ w : n → ℝ, w ⬝ᵥ (H + (1 + g) • localizer H t) *ᵥ w =
      w ⬝ᵥ H *ᵥ w + (1 + g) * (w ⬝ᵥ localizer H t *ᵥ w) := fun w => by
    rw [Matrix.add_mulVec, Matrix.smul_mulVec, dotProduct_add, dotProduct_smul, smul_eq_mul]
  obtain ⟨⟨⟨v, hv, hev⟩, _⟩, hb⟩ := groundEnergy_variational (hH.add (hS.smul (1 + g)))
  refine ⟨fun w => hform w ▸ hb w, v, normSq_pos hv, ?_⟩
  rw [← hform v, hev, dotProduct_smul, smul_eq_mul]
  rfl

/-- For symmetric `H`, the ground energy `E(g)` is a concave function of `g`. -/
theorem energy_concave [Nonempty n] {H : Matrix n n ℝ} (hH : H.IsSymm) (t : n → ℝ) :
    ConcaveOn ℝ Set.univ (energy H t) := by
  refine ⟨convex_univ, fun x _ y _ a b ha hb hab => ?_⟩
  simp only [smul_eq_mul]
  -- use the ground state at the intermediate point as trial state at both ends
  obtain ⟨v, hv, h⟩ := (energy_variational hH t (a * x + b * y)).2
  have hx := mul_le_mul_of_nonneg_left ((energy_variational hH t x).1 v) ha
  have hy := mul_le_mul_of_nonneg_left ((energy_variational hH t y).1 v) hb
  refine le_of_mul_le_mul_right ?_ hv
  rw [← h]
  linear_combination hx + hy + (v ⬝ᵥ H *ᵥ v + v ⬝ᵥ localizer H t *ᵥ v) * hab

/-- For symmetric `H`, the ground energy `E(g)` never decreases as `g` grows. -/
theorem energy_monotone [Nonempty n] {H : Matrix n n ℝ} (hH : H.IsSymm) (t : n → ℝ) :
    Monotone (energy H t) := by
  intro x y hxy
  obtain ⟨v, hv, h⟩ := (energy_variational hH t y).2
  have hS : 0 ≤ v ⬝ᵥ localizer H t *ᵥ v := by
    rw [localizer_form hH]
    refine mul_nonneg (by norm_num) (Finset.sum_nonneg fun i _ => Finset.sum_nonneg fun j _ => ?_)
    refine mul_nonneg ?_ (sq_nonneg _)
    rcases signViolating_cases H t i j with h0 | h0
    · simp [h0]
    · exact h0.le
  refine le_of_mul_le_mul_right ?_ hv
  rw [← h]
  nlinarith [(energy_variational hH t x).1 v, mul_le_mul_of_nonneg_right hxy hS]

/-- At `g = -1` the energy `E(g)` is the ground energy of the original matrix `H`. -/
lemma energy_neg_one (H : Matrix n n ℝ) (t : n → ℝ) : energy H t (-1) = groundEnergy H := by
  simp [energy]

/-- For symmetric `H` and `g > 0`, the linear extrapolation of `E` from `0` and `g` to `-1` lies
between the exact ground energy of `H` and `E(0)`. -/
theorem extrapolation_variational [Nonempty n] {H : Matrix n n ℝ} (hH : H.IsSymm) (t : n → ℝ)
    {g : ℝ} (hg : 0 < g) :
    groundEnergy H ≤ energy H t 0 - (energy H t g - energy H t 0) / g ∧
      energy H t 0 - (energy H t g - energy H t 0) / g ≤ energy H t 0 := by
  have hpos : 0 < 1 + g := by linarith
  obtain ⟨c, hc0, hc⟩ : ∃ c : ℝ, 0 ≤ c ∧ (1 + g) * c = 1 :=
    ⟨(1 + g)⁻¹, (inv_pos.2 hpos).le, mul_inv_cancel₀ hpos.ne'⟩
  -- the point 0 is a weighted mean of -1 and g
  have h := (energy_concave hH t).2 (Set.mem_univ (-1)) (Set.mem_univ g)
    (mul_nonneg hg.le hc0) hc0 (by linear_combination hc)
  simp only [smul_eq_mul] at h
  rw [show g * c * (-1) + c * g = 0 by ring, energy_neg_one] at h
  have h2 := mul_le_mul_of_nonneg_left h hpos.le
  have h3 : (1 + g) * (g * c * groundEnergy H + c * energy H t g) =
      g * groundEnergy H + energy H t g := by
    linear_combination (g * groundEnergy H + energy H t g) * hc
  rw [h3] at h2
  constructor
  · have h4 : (energy H t g - energy H t 0) / g ≤ energy H t 0 - groundEnergy H := by
      rw [div_le_iff₀ hg]
      linarith
    linarith
  · have h5 := div_nonneg (sub_nonneg.2 (energy_monotone hH t hg.le)) hg.le
    linarith

/-- If the trial vector is a ground state of the symmetric matrix `H`, then `E(g)` equals the
exact ground energy for every `g ≥ -1`. -/
theorem energy_eq_of_exact_trial [Nonempty n] {H : Matrix n n ℝ} (hH : H.IsSymm) {t : n → ℝ}
    (ht : t ≠ 0) (hex : H *ᵥ t = groundEnergy H • t) {g : ℝ} (hg : -1 ≤ g) :
    energy H t g = groundEnergy H := by
  apply le_antisymm
  · -- the localizer has zero expectation value in the trial state
    have hS : t ⬝ᵥ localizer H t *ᵥ t = 0 := by
      rw [localizer_form hH, Finset.sum_eq_zero, mul_zero]
      refine fun i _ => Finset.sum_eq_zero fun j _ => ?_
      rcases signViolating_cases H t i j with h | h
      · simp [h]
      · have hi : t i ≠ 0 := fun h0 => by simp [h0] at h
        have hj : t j ≠ 0 := fun h0 => by simp [h0] at h
        rw [div_self hi, div_self hj]
        ring
    have h := (energy_variational hH t g).1 t
    rw [hS, hex, dotProduct_smul, smul_eq_mul, mul_zero, add_zero] at h
    exact le_of_mul_le_mul_right h (normSq_pos ht)
  · rw [← energy_neg_one H t]
    exact energy_monotone hH t hg

/-- Two sites with hopping `+1`, trial vector `(1, 2)` and `g = 5/2`: the exact energy is `-1`,
`E(0)` is `1/2`, and the extrapolated energy is `2/5`. -/
theorem two_site_extrapolation :
    groundEnergy !![(0 : ℝ), 1; 1, 0] = -1 ∧
    energy !![(0 : ℝ), 1; 1, 0] ![1, 2] 0 = 1 / 2 ∧
    energy !![(0 : ℝ), 1; 1, 0] ![1, 2] 0 - (energy !![(0 : ℝ), 1; 1, 0] ![1, 2] (5 / 2) -
      energy !![(0 : ℝ), 1; 1, 0] ![1, 2] 0) / (5 / 2) = 2 / 5 := by
  -- a symmetric 2 × 2 matrix whose shifted quadratic form is nonnegative
  have two : ∀ (a b d e x y : ℝ), y ≠ 0 → a * x + b * y = e * x → b * x + d * y = e * y →
      (∀ p q : ℝ, e * (p * p + q * q) ≤ a * p * p + 2 * b * p * q + d * q * q) →
      groundEnergy !![a, b; b, d] = e := by
    intro a b d e x y hy h1 h2 hb
    refine (isLeast_of_bound (v := ![x, y]) (fun h => hy (congrFun h 1)) ?_ ?_).csInf_eq
    · ext i
      fin_cases i
      · simpa [Matrix.mulVec, dotProduct, Fin.sum_univ_two] using h1
      · simpa [Matrix.mulVec, dotProduct, Fin.sum_univ_two] using h2
    · intro w
      have hl : w ⬝ᵥ w = w 0 * w 0 + w 1 * w 1 := by simp [dotProduct, Fin.sum_univ_two]
      have hr : w ⬝ᵥ !![a, b; b, d] *ᵥ w =
          w 0 * (a * w 0 + b * w 1) + w 1 * (b * w 0 + d * w 1) := by
        simp [Matrix.mulVec, dotProduct, Fin.sum_univ_two]
      rw [hl, hr]
      linarith [hb (w 0) (w 1)]
  have hS : localizer !![(0 : ℝ), 1; 1, 0] ![1, 2] = !![2, -1; -1, 1 / 2] := by
    ext i j
    fin_cases i <;> fin_cases j <;> simp [localizer, signViolating, Fin.sum_univ_two]
  have hm : ∀ g : ℝ, !![(0 : ℝ), 1; 1, 0] + (1 + g) • !![(2 : ℝ), -1; -1, 1 / 2] =
      !![(1 + g) * 2, -g; -g, (1 + g) / 2] := by
    intro g
    ext i j
    fin_cases i <;> fin_cases j <;> simp
    ring
  have h0 : energy !![(0 : ℝ), 1; 1, 0] ![1, 2] 0 = 1 / 2 := by
    rw [energy, hS, hm]
    exact two _ _ _ _ 0 1 (by norm_num) (by norm_num) (by norm_num)
      (fun p q => by nlinarith [sq_nonneg p])
  have h1 : energy !![(0 : ℝ), 1; 1, 0] ![1, 2] (5 / 2) = 3 / 4 := by
    rw [energy, hS, hm]
    exact two _ _ _ _ 2 5 (by norm_num) (by norm_num) (by norm_num)
      (fun p q => by nlinarith [sq_nonneg (5 / 2 * p - q)])
  refine ⟨two _ _ _ _ (-1) 1 (by norm_num) (by norm_num) (by norm_num)
    (fun p q => by nlinarith [sq_nonneg (p + q)]), h0, ?_⟩
  rw [h0, h1]
  norm_num

end

end LocalizationExtrapolation
```

```lean
#print axioms LocalizationExtrapolation.extrapolation_variational
#print axioms LocalizationExtrapolation.energy_eq_of_exact_trial
#print axioms LocalizationExtrapolation.two_site_extrapolation
```

```
'LocalizationExtrapolation.extrapolation_variational' depends on axioms: [propext, Classical.choice, Quot.sound]
'LocalizationExtrapolation.energy_eq_of_exact_trial' depends on axioms: [propext, Classical.choice, Quot.sound]
'LocalizationExtrapolation.two_site_extrapolation' depends on axioms: [propext, Classical.choice, Quot.sound]
```

## From the quadratic form to the inequality

`groundEnergy_variational` expands vectors in Mathlib's orthonormal eigenvector basis; `key` is its completeness relation. `isLeast_of_bound` then identifies the smallest eigenvalue.

In `localizer_form`, `hterm` expands each square, treating zero and nonzero P_ij separately, and `hswap` exchanges the two sites. `energy_variational` supplies the bound and a state attaining it.

`energy_concave` and `energy_monotone` insert that state as a trial state at the other parameter values. `extrapolation_variational` sets c = 1/(1+g), applies concavity with weights gc and c, and clears the denominator to get the lower inequality; the upper one comes from `energy_monotone`.

`energy_eq_of_exact_trial` uses `t` as the trial state for one inequality and monotonicity for the other. In `two_site_extrapolation`, the helper `two` obtains each energy from an explicit eigenvector and a lower bound on the quadratic form.
